# The one-mode ring CCD state exp((t/2)b†b†)|0⟩: its norm for |t| < 1 and its divergence for |t| ≥ 1

## Question

If I keep at most one boson pair in the ring coupled cluster doubles (CCD) state \(\exp(\tfrac t2 b^\dagger b^\dagger)|0\rangle\), I get \(|0\rangle+\tfrac{t}{\sqrt2}|2\rangle\), with squared norm \(1+|t|^2/2\). That is finite for every \(t\), and it stays finite if I keep more pairs. Yet the full state is said to have squared norm \(1/\sqrt{1-|t|^2}\), which blows up at \(|t|=1\). A coherent state \(\exp(\alpha b^\dagger)|0\rangle\) has no such limit. Where does the square root come from, what goes wrong at \(|t|=1\), and how many bosons does the state contain?

## Answer

Your one-pair term already shows the pattern. With \(x=|t|^2\), the square of \(1+x/2+\dots\) begins \(1+x+\dots\), and in fact every coefficient of the squared series is 1. The squared norm is therefore the square root of a geometric series, which converges only for \(x<1\).

### From boson pairs to a geometric series

Since \(b^\dagger|k\rangle=\sqrt{k+1}\,|k+1\rangle\), induction gives \((b^\dagger)^m|0\rangle=\sqrt{m!}\,|m\rangle\). Expanding the exponential,
\[
\psi=\sum_{n\ge0}\frac{(t/2)^n}{n!}\sqrt{(2n)!}\,|2n\rangle,\qquad
|\psi_{2n}|^2=w_n x^n,\qquad w_n=\frac{(2n)!}{4^n(n!)^2}.
\]
Odd components vanish. For a coherent state the weights fall off like \(1/n!\); here the factorials nearly cancel. From
\[
\frac{w_{n+1}}{w_n}=\frac{(2n+2)(2n+1)}{4(n+1)^2}=\frac{n+\frac12}{n+1}
\]
we get \(w_n\le1\), and also \((2n+1)w_n\ge1\), because \((2n+3)w_{n+1}=\frac{2n+3}{2n+2}(2n+1)w_n\).

Let \(c_n=\sum_{p+q=n}w_pw_q\). Write \(n+1=p+q\) under the sum, and apply the recurrence to \(w_p\) in one part and to \(w_q\) in the other:
\[
(n+1)c_{n+1}=\sum_{p+q=n+1}(p+q)\,w_pw_q
=\sum_{p+q=n}\left[(p+\tfrac12)+(q+\tfrac12)\right]w_pw_q=(n+1)c_n .
\]
As \(c_0=1\), all \(c_n=1\). For \(x<1\) the series \(N=\sum_n w_nx^n\) converges by comparison with \(\sum_n x^n\), and \(N^2=\sum_n c_nx^n=1/(1-x)\). Since \(N\ge0\), \(N=1/\sqrt{1-x}\).

For the boson number, let \(M=\sum_n n\,w_nx^n\), which converges by comparison with \(\sum_n n x^n\). Its \(n=0\) term is zero, so shifting the index gives
\[
M=\sum_{n\ge0}(n+1)w_{n+1}x^{n+1}=x\sum_{n\ge0}(n+\tfrac12)w_nx^n=x\left(M+\tfrac12N\right).
\]
Each pair holds two bosons, so the unnormalised expectation value is \(2M=xN/(1-x)=x/(1-x)^{3/2}\). Dividing by \(N\), the mean boson number is \(|t|^2/(1-|t|^2)\).

If \(|t|\ge1\), then \(w_nx^n\ge w_n\ge 1/(2n+1)\ge 1/(2(n+1))\), and the norm series diverges by comparison with the harmonic series.

### What the theorems say about the state

A state is a function `ℕ → ℂ` from the boson number to its amplitude, with no square-summability required. `create` is \(b^\dagger\), and `ringState t k` is component \(k\) of the exponential series. At most one term of that series reaches a given level, so the components exist for every complex \(t\). The index `k` counts bosons, `n` counts pairs, and `‖t‖` is the modulus \(|t|\).

- `hasSum_weight` and `hasSum_number_weight` give the two series, convergence included, for real \(|t|<1\).
- `ringState_norm_and_number` transfers them to the state for complex \(t\).
- `mean_boson_number` gives the ratio of the two sums.
- `normalisable_iff` says that the squared moduli are summable exactly when \(|t|<1\).

The factor \(\tfrac12\) in the exponent is a convention that puts the boundary at 1. The vacuum amplitude of `ringState` is 1, as usual in coupled cluster theory; for \(|t|<1\) the normalised state is \((1-|t|^2)^{1/4}\psi\), with vacuum probability \(\sqrt{1-|t|^2}\). Despite its name, `ringState_normSq` concerns a single component.

Let \(b^\dagger\) create a particle-hole excitation, treated as one ideal boson mode. For \(|t|<1\) the normalised state then has the form of the correlated ground state of the random-phase approximation (RPA), and \(|t|\) alone fixes its mean number of excitations. A molecule differs from the model in at least two ways. It has many coupled particle-hole modes, and its particle-hole operators are bosons only in the quasi-boson approximation: they are products of fermion operators, and the Pauli principle limits how often they can act. Here \(t\) is also a given number, not a solution of the amplitude equation.

### The Lean code

```lean
import Mathlib

open Finset

namespace RingCCDOneMode

noncomputable section

/-- The boson creation operator on Fock amplitudes: it sends `|k⟩` to `√(k+1) |k+1⟩`. -/
def create (ψ : ℕ → ℂ) : ℕ → ℂ
  | 0 => 0
  | k + 1 => (Real.sqrt ((k : ℝ) + 1) : ℂ) * ψ k

/-- The boson vacuum `|0⟩`. -/
def vacuum : ℕ → ℂ := fun k => if k = 0 then 1 else 0

/-- The one-mode ring CCD state `exp((t/2) b†b†)|0⟩`, given by its Fock amplitudes. -/
def ringState (t : ℂ) (k : ℕ) : ℂ :=
  ∑' n : ℕ, (t / 2) ^ n / (n.factorial : ℂ) * (create^[2 * n]) vacuum k

/-- The pair weight `(2n)! / (4^n (n!)^2)`: the coefficient of `|t|^(2n)` in the squared modulus of
the ring-state component with `n` boson pairs. -/
def weight (n : ℕ) : ℝ :=
  ((2 * n).factorial : ℝ) / (4 ^ n * (n.factorial : ℝ) ^ 2)

/-- Creating `m` bosons from the vacuum gives `√(m!) |m⟩`. -/
theorem create_iterate_vacuum (m k : ℕ) :
    (create^[m]) vacuum k = if k = m then (Real.sqrt (m.factorial : ℝ) : ℂ) else 0 := by
  induction m generalizing k with
  | zero => simp [vacuum]
  | succ m ih =>
    have hfac : Real.sqrt ((m + 1).factorial : ℝ)
        = Real.sqrt ((m : ℝ) + 1) * Real.sqrt (m.factorial : ℝ) := by
      rw [Nat.factorial_succ, Nat.cast_mul, Nat.cast_succ, Real.sqrt_mul (by positivity)]
    rw [Function.iterate_succ_apply']
    cases k with
    | zero => simp [create]
    | succ k =>
      simp only [create, ih]
      by_cases hk : k = m
      · rw [if_pos hk, if_pos (show k + 1 = m + 1 by omega), hk, hfac, Complex.ofReal_mul]
      · rw [if_neg hk, if_neg (show ¬ k + 1 = m + 1 by omega), mul_zero]

/-- The probability weight of `2m` bosons in the unnormalised ring state is
`(2m)! / (4^m (m!)^2) |t|^(2m)`. -/
theorem ringState_normSq (t : ℂ) (m : ℕ) :
    ‖ringState t (2 * m)‖ ^ 2 = weight m * ‖t‖ ^ (2 * m) := by
  -- only the term with `m` pairs reaches the level `2m`
  have h : ringState t (2 * m)
      = (t / 2) ^ m / (m.factorial : ℂ) * (Real.sqrt ((2 * m).factorial : ℝ) : ℂ) := by
    unfold ringState
    rw [tsum_eq_single m]
    · rw [create_iterate_vacuum, if_pos rfl]
    · intro n hn
      rw [create_iterate_vacuum, if_neg (show ¬ 2 * m = 2 * n by omega), mul_zero]
  have h2 : ‖(2 : ℂ)‖ = 2 := by norm_num
  have h4 : (4 : ℝ) ^ m = (2 ^ m) ^ 2 := by
    rw [← pow_mul, mul_comm, pow_mul]; norm_num
  rw [h, norm_mul, norm_div, norm_pow, norm_div, h2, Complex.norm_natCast, Complex.norm_real,
    Real.norm_eq_abs, abs_of_nonneg (Real.sqrt_nonneg _), mul_pow,
    Real.sq_sqrt (Nat.cast_nonneg _), weight, h4, pow_mul' ‖t‖ 2 m, div_pow ‖t‖ 2 m]
  ring

/-- Adding one boson pair changes the weight by the factor `(n + 1/2)/(n + 1)`. -/
theorem weight_succ (n : ℕ) :
    ((n : ℝ) + 1) * weight (n + 1) = ((n : ℝ) + 1 / 2) * weight n := by
  have hf : (n.factorial : ℝ) ≠ 0 := by positivity
  have hn : (n : ℝ) + 1 ≠ 0 := by positivity
  unfold weight
  rw [show 2 * (n + 1) = 2 * n + 1 + 1 by ring, Nat.factorial_succ, Nat.factorial_succ,
    Nat.factorial_succ, pow_succ]
  push_cast
  field_simp
  ring

/-- The weights lie between `1/(2n+1)` and `1`. -/
theorem weight_bounds (n : ℕ) : 1 ≤ (2 * (n : ℝ) + 1) * weight n ∧ weight n ≤ 1 := by
  induction n with
  | zero => simp [weight]
  | succ n ih =>
    have h := weight_succ n
    have h0 : 0 ≤ weight (n + 1) := by unfold weight; positivity
    have hn : (0 : ℝ) ≤ n := Nat.cast_nonneg n
    obtain ⟨h1, h2⟩ := ih
    push_cast
    constructor
    · nlinarith
    · by_contra hc
      push Not at hc
      nlinarith

/-- The convolution of the pair weights with themselves equals one in every order. -/
theorem weight_convolution (n : ℕ) :
    ∑ p ∈ antidiagonal n, weight p.1 * weight p.2 = 1 := by
  induction n with
  | zero => simp [weight]
  | succ n ih =>
    -- apply the recurrence to the first and to the second factor
    have h1 : ∑ p ∈ antidiagonal (n + 1), (p.1 : ℝ) * (weight p.1 * weight p.2)
        = ∑ p ∈ antidiagonal n, ((p.1 : ℝ) + 1 / 2) * (weight p.1 * weight p.2) := by
      rw [Finset.Nat.sum_antidiagonal_succ]
      simp only [Nat.cast_zero, zero_mul, zero_add]
      refine sum_congr rfl fun p _ => ?_
      push_cast
      linear_combination weight p.2 * weight_succ p.1
    have h2 : ∑ p ∈ antidiagonal (n + 1), (p.2 : ℝ) * (weight p.1 * weight p.2)
        = ∑ p ∈ antidiagonal n, ((p.2 : ℝ) + 1 / 2) * (weight p.1 * weight p.2) := by
      rw [Finset.Nat.sum_antidiagonal_succ']
      simp only [Nat.cast_zero, zero_mul, zero_add]
      refine sum_congr rfl fun p _ => ?_
      push_cast
      linear_combination weight p.1 * weight_succ p.2
    have h3 : ((n : ℝ) + 1) * ∑ p ∈ antidiagonal (n + 1), weight p.1 * weight p.2
        = ((n : ℝ) + 1) * ∑ p ∈ antidiagonal n, weight p.1 * weight p.2 := by
      trans ∑ p ∈ antidiagonal (n + 1), (p.1 : ℝ) * (weight p.1 * weight p.2)
        + ∑ p ∈ antidiagonal (n + 1), (p.2 : ℝ) * (weight p.1 * weight p.2)
      · rw [mul_sum, ← sum_add_distrib]
        refine sum_congr rfl fun p hp => ?_
        have h : (p.1 : ℝ) + p.2 = n + 1 := by exact_mod_cast mem_antidiagonal.mp hp
        linear_combination -(weight p.1 * weight p.2) * h
      · rw [h1, h2, mul_sum, ← sum_add_distrib]
        refine sum_congr rfl fun p hp => ?_
        have h : (p.1 : ℝ) + p.2 = n := by exact_mod_cast mem_antidiagonal.mp hp
        linear_combination (weight p.1 * weight p.2) * h
    rw [ih] at h3
    exact mul_left_cancel₀ (by positivity : (n : ℝ) + 1 ≠ 0) h3

/-- For real `|t| < 1` the norm series `∑ (2n)!/(4^n (n!)^2) t^(2n)` converges to
`1/√(1 - t²)`. -/
theorem hasSum_weight {t : ℝ} (ht : |t| < 1) :
    HasSum (fun n : ℕ => weight n * t ^ (2 * n)) (1 / Real.sqrt (1 - t ^ 2)) := by
  have hx : t ^ 2 < 1 := (sq_lt_one_iff_abs_lt_one t).mpr ht
  simp only [pow_mul]
  have h0 : ∀ n : ℕ, 0 ≤ weight n * (t ^ 2) ^ n := fun n => by unfold weight; positivity
  have hs : Summable (fun n : ℕ => weight n * (t ^ 2) ^ n) :=
    Summable.of_nonneg_of_le h0
      (fun n => mul_le_of_le_one_left (by positivity) (weight_bounds n).2)
      (summable_geometric_of_lt_one (sq_nonneg t) hx)
  -- the square of the series is the geometric series
  have hsq : (∑' n : ℕ, weight n * (t ^ 2) ^ n) * (∑' n : ℕ, weight n * (t ^ 2) ^ n)
      = (1 - t ^ 2)⁻¹ := by
    rw [tsum_mul_tsum_eq_tsum_sum_antidiagonal_of_summable_norm hs.norm hs.norm,
      ← tsum_geometric_of_lt_one (sq_nonneg t) hx]
    refine tsum_congr fun n => ?_
    rw [← one_mul ((t ^ 2) ^ n), ← weight_convolution n, sum_mul]
    refine sum_congr rfl fun p hp => ?_
    rw [← mem_antidiagonal.mp hp, pow_add]
    ring
  have hv : ∑' n : ℕ, weight n * (t ^ 2) ^ n = 1 / Real.sqrt (1 - t ^ 2) := by
    rw [← Real.sqrt_mul_self (tsum_nonneg h0), hsq, Real.sqrt_inv, one_div]
  rw [← hv]
  exact hs.hasSum

/-- For real `|t| < 1` the same series weighted by the boson number `2n` converges to
`t²/(1 - t²)^(3/2)`. -/
theorem hasSum_number_weight {t : ℝ} (ht : |t| < 1) :
    HasSum (fun n : ℕ => 2 * (n : ℝ) * (weight n * t ^ (2 * n)))
      (t ^ 2 / (1 - t ^ 2) ^ (3 / 2 : ℝ)) := by
  have hx : t ^ 2 < 1 := (sq_lt_one_iff_abs_lt_one t).mpr ht
  have hpos : 0 < 1 - t ^ 2 := by linarith
  have hN := hasSum_weight ht
  have hg : Summable (fun n : ℕ => (n : ℝ) * (t ^ 2) ^ n) := by
    have hn : ‖t ^ 2‖ < 1 := by rwa [Real.norm_eq_abs, abs_of_nonneg (sq_nonneg t)]
    simpa only [pow_one] using summable_pow_mul_geometric_of_norm_lt_one 1 hn
  have hM : Summable (fun n : ℕ => (n : ℝ) * (weight n * t ^ (2 * n))) := by
    simp only [pow_mul]
    refine Summable.of_nonneg_of_le (fun n => by unfold weight; positivity) (fun n => ?_) hg
    exact mul_le_mul_of_nonneg_left
      (mul_le_of_le_one_left (by positivity) (weight_bounds n).2) (Nat.cast_nonneg n)
  -- the recurrence for the weights gives `M = t² (M + N/2)`
  have hrec := hM.tsum_eq_zero_add
  have hshift : ∑' n : ℕ, ((n + 1 : ℕ) : ℝ) * (weight (n + 1) * t ^ (2 * (n + 1)))
      = t ^ 2 * (∑' n : ℕ, (n : ℝ) * (weight n * t ^ (2 * n))
        + 1 / 2 * (1 / Real.sqrt (1 - t ^ 2))) := by
    rw [← ((hM.hasSum.add (hN.mul_left (1 / 2))).mul_left (t ^ 2)).tsum_eq]
    refine tsum_congr fun n => ?_
    rw [show 2 * (n + 1) = 2 * n + 2 by ring, pow_add]
    push_cast
    linear_combination t ^ (2 * n) * t ^ 2 * weight_succ n
  rw [hshift, Nat.cast_zero, zero_mul, zero_add] at hrec
  have hr : (1 - t ^ 2) ^ (3 / 2 : ℝ) = (1 - t ^ 2) * Real.sqrt (1 - t ^ 2) := by
    rw [Real.sqrt_eq_rpow, show (3 / 2 : ℝ) = 1 + 1 / 2 by norm_num, Real.rpow_add hpos,
      Real.rpow_one]
  have hv : 2 * ∑' n : ℕ, (n : ℝ) * (weight n * t ^ (2 * n))
      = t ^ 2 / (1 - t ^ 2) ^ (3 / 2 : ℝ) := by
    rw [hr, mul_comm (1 - t ^ 2), ← div_div, eq_div_iff hpos.ne']
    linear_combination 2 * hrec
  rw [← hv]
  simpa only [mul_assoc] using hM.hasSum.mul_left 2

/-- For complex `|t| < 1` the ring CCD state has squared norm `1/√(1 - |t|²)`, and its
unnormalised boson-number expectation value is `|t|²/(1 - |t|²)^(3/2)`. -/
theorem ringState_norm_and_number {t : ℂ} (ht : ‖t‖ < 1) :
    HasSum (fun k : ℕ => ‖ringState t k‖ ^ 2) (1 / Real.sqrt (1 - ‖t‖ ^ 2)) ∧
    HasSum (fun k : ℕ => (k : ℝ) * ‖ringState t k‖ ^ 2)
      (‖t‖ ^ 2 / (1 - ‖t‖ ^ 2) ^ (3 / 2 : ℝ)) := by
  have habs : |‖t‖| < 1 := by rwa [abs_norm]
  have hinj : Function.Injective (fun n : ℕ => 2 * n) := fun a b h => by
    dsimp only at h
    omega
  -- odd levels are empty, so sums over levels are sums over pairs
  have key : ∀ (w : ℕ → ℝ) (s : ℝ),
      HasSum (fun n : ℕ => w (2 * n) * (weight n * ‖t‖ ^ (2 * n))) s →
      HasSum (fun k : ℕ => w k * ‖ringState t k‖ ^ 2) s := by
    intro w s h
    refine (hinj.hasSum_iff ?_).mp ?_
    · intro k hk
      have hz : ringState t k = 0 := by
        unfold ringState
        refine (tsum_congr fun n => ?_).trans tsum_zero
        have hne : ¬ k = 2 * n := fun e => hk ⟨n, e.symm⟩
        rw [create_iterate_vacuum, if_neg hne, mul_zero]
      simp [hz]
    · simpa only [Function.comp_def, ringState_normSq] using h
  constructor
  · simpa only [one_mul] using
      key (fun _ => 1) _ (by simpa only [one_mul] using hasSum_weight habs)
  · exact key (fun k => (k : ℝ)) _
      (by simpa only [Nat.cast_mul, Nat.cast_ofNat] using hasSum_number_weight habs)

/-- For `|t| < 1` the mean boson number in the normalised ring state is `|t|²/(1 - |t|²)`. -/
theorem mean_boson_number {t : ℂ} (ht : ‖t‖ < 1) :
    (∑' k : ℕ, (k : ℝ) * ‖ringState t k‖ ^ 2) / (∑' k : ℕ, ‖ringState t k‖ ^ 2)
      = ‖t‖ ^ 2 / (1 - ‖t‖ ^ 2) := by
  obtain ⟨hN, hM⟩ := ringState_norm_and_number ht
  have hpos : 0 < 1 - ‖t‖ ^ 2 := by nlinarith [norm_nonneg t]
  have hs : Real.sqrt (1 - ‖t‖ ^ 2) ≠ 0 := (Real.sqrt_pos.mpr hpos).ne'
  have hr : (1 - ‖t‖ ^ 2) ^ (3 / 2 : ℝ) = (1 - ‖t‖ ^ 2) * Real.sqrt (1 - ‖t‖ ^ 2) := by
    rw [Real.sqrt_eq_rpow, show (3 / 2 : ℝ) = 1 + 1 / 2 by norm_num, Real.rpow_add hpos,
      Real.rpow_one]
  rw [hM.tsum_eq, hN.tsum_eq, hr, ← div_div, div_div_div_cancel_right₀ hs, div_one]

/-- The ring CCD state is normalisable exactly when `|t| < 1`. -/
theorem normalisable_iff (t : ℂ) :
    Summable (fun k : ℕ => ‖ringState t k‖ ^ 2) ↔ ‖t‖ < 1 := by
  refine ⟨fun h => ?_, fun ht => (ringState_norm_and_number ht).1.summable⟩
  by_contra hc
  have ht : 1 ≤ ‖t‖ := le_of_not_gt hc
  have hinj : Function.Injective (fun n : ℕ => 2 * n) := fun a b h => by
    dsimp only at h
    omega
  have he : Summable (fun n : ℕ => 2 * ‖ringState t (2 * n)‖ ^ 2) :=
    (h.comp_injective hinj).mul_left 2
  -- the even levels dominate half the harmonic series
  have hh : Summable (fun n : ℕ => 1 / ((n + 1 : ℕ) : ℝ)) := by
    refine Summable.of_nonneg_of_le (fun n => by positivity) (fun n => ?_) he
    have hw : 0 ≤ weight n := by unfold weight; positivity
    have h1 : weight n ≤ weight n * ‖t‖ ^ (2 * n) :=
      le_mul_of_one_le_right hw (one_le_pow₀ ht)
    have hn : (0 : ℝ) < ((n + 1 : ℕ) : ℝ) := by positivity
    rw [ringState_normSq, div_le_iff₀ hn]
    push_cast
    have hn0 : (0 : ℝ) ≤ n := Nat.cast_nonneg n
    nlinarith [(weight_bounds n).1, mul_le_mul_of_nonneg_left h1 hn0]
  exact Real.not_summable_one_div_natCast
    ((summable_nat_add_iff (f := fun n : ℕ => 1 / (n : ℝ)) 1).mp hh)

end

end RingCCDOneMode
```

```lean
#print axioms RingCCDOneMode.ringState_norm_and_number
#print axioms RingCCDOneMode.mean_boson_number
#print axioms RingCCDOneMode.normalisable_iff
```

```
'RingCCDOneMode.ringState_norm_and_number' depends on axioms: [propext, Classical.choice, Quot.sound]
'RingCCDOneMode.mean_boson_number' depends on axioms: [propext, Classical.choice, Quot.sound]
'RingCCDOneMode.normalisable_iff' depends on axioms: [propext, Classical.choice, Quot.sound]
```

### How the lemmas carry the calculation

`create_iterate_vacuum` is the induction for \((b^\dagger)^m|0\rangle\), carried out for all levels `k` at once. In `ringState_normSq`, `tsum_eq_single` picks out the one term that reaches level \(2m\), and the rest is the squared modulus.

`weight_succ` is the ratio of successive weights, written without division by a weight. `weight_bounds` proves both bounds by induction from it.

In `weight_convolution`, `h1` and `h2` are the two index shifts, one for each factor. `h3` adds them to obtain \((n+1)c_{n+1}=(n+1)c_n\), and the factor \(n+1\) is then cancelled.

`hasSum_weight` first gets convergence from the geometric series. The Cauchy product theorem then turns the squared sum into a sum over antidiagonals, where the convolution lemma applies, and non-negativity selects the positive root. In `hasSum_number_weight`, `hrec` splits off the zero term and `hshift` evaluates the remainder, which together give \(M=x(M+N/2)\); `linear_combination` solves this for \(2M\).

Within `ringState_norm_and_number`, the auxiliary statement `key` shows that sums over levels reduce to sums over pairs because odd levels are empty. It is used once with weight 1 and once with weight \(k\). `mean_boson_number` cancels the common square root. `normalisable_iff` takes one direction from the norm theorem and the other from the harmonic comparison, using the lower bound on the weights.

### Starting from a Hilbert space instead

The state could have been defined as a vector in \(\ell^2(\mathbb N)\), with its norm taken from that space. The norm formula would then be a statement about a genuine Hilbert-space vector, but square-summability would have to be proved before these amplitudes could be treated as such a vector. For \(|t|\ge1\) there is no such vector, and the divergence would need a separate formulation, for example through the norms of the truncated sums. Starting from sequences treats both regimes with one definition.
